# The Marcus-Hush-Chidsey integral obeys detailed balance and saturates at √(4πλ)

If the reduction and oxidation rate constants in an electrode model have the wrong ratio, the model drives a net current at equilibrium. If the reduction rate constant grows exponentially without limit, as in the Butler-Volmer law, the model misses the levelling-off that Marcus theory, summed over the levels of a metal, predicts at strong driving. For a metal electrode exchanging one electron with a molecule, the Marcus-Hush-Chidsey rate avoids both faults, given a positive reorganisation energy λ. With energies in units of the thermal energy kT and the constant prefactor left out, its ceiling is √(4πλ).

```lean
import Mathlib

open MeasureTheory Filter Topology

namespace MarcusHushChidsey

noncomputable section
```

## Electrons leaving from every occupied level

All energies are in units of the thermal energy kT. A level at energy x from the Fermi level is occupied with probability

n(x) = 1/(1 + exp x).

```lean
/-- Fermi-Dirac occupation of an electrode level at energy `x` from the Fermi level,
in units of the thermal energy. -/
def fermi (x : ℝ) : ℝ := 1 / (1 + Real.exp x)
```

Transfer from that level to the molecule changes the free energy by −x − h, where h is the dimensionless driving force. Marcus theory gives the activation energy (λ − x − h)²/(4λ), so the activation factor is G(x − λ + h), with

G(y) = exp(−y²/(4λ)).

In the code λ is `lam`.

```lean
/-- Marcus activation factor at energy mismatch `y` for reorganisation energy `lam > 0`,
both in units of the thermal energy. -/
def marcusGaussian (lam y : ℝ) : ℝ := Real.exp (-y ^ 2 / (4 * lam))
```

Summing over levels gives the rate

k(h) = ∫ G(x − λ + h) n(x) dx, over all real x.

```lean
/-- Marcus-Hush-Chidsey rate, without its constant prefactor, at dimensionless overpotential `h`
and reorganisation energy `lam > 0`: the activation factor summed over the occupied levels. -/
def mhcRate (lam h : ℝ) : ℝ := ∫ x : ℝ, marcusGaussian lam (x - lam + h) * fermi x
```

The code calls h the overpotential. Here it is measured from the formal potential and is positive when it favours reduction, opposite to the usual electrochemical sign. The constant prefactor is left out, which assumes a density of states and an electronic coupling independent of energy, and the band extends without edges.

The step from this model to an electrode is to read k(−h) as the oxidation rate at the same potential. Oxidation fills empty levels, with weight 1 − n(x) = n(−x) and activation factor G(−x − λ − h). The integral of their product is k(−h) when both directions share the same λ and prefactor.

## A Gaussian ceiling on the integrand

Since exp x > 0, the denominator of n exceeds 1, and

0 < n(x) < 1.

```lean
/-- The Fermi-Dirac occupation lies strictly between zero and one. -/
theorem fermi_mem (x : ℝ) : 0 < fermi x ∧ fermi x < 1 := by
  have hx := Real.exp_pos x
  unfold fermi
  refine ⟨by positivity, ?_⟩
  rw [div_lt_one (by positivity)]
  linarith
```

The Gaussian integral ∫ exp(−a y²) dy = √(π/a), with a = 1/(4λ), gives

∫ G(y) dy = √(4πλ).

The theorem states integrability together with this value.

```lean
/-- For `lam > 0` the activation factor is integrable over all energies, and its integral is
`√(4 π lam)`. -/
theorem marcusGaussian_integral {lam : ℝ} (hl : 0 < lam) :
    Integrable (marcusGaussian lam) ∧
      ∫ y, marcusGaussian lam y = √(4 * Real.pi * lam) := by
  have e : marcusGaussian lam = fun y => Real.exp (-(1 / (4 * lam)) * y ^ 2) := by
    funext y
    unfold marcusGaussian
    congr 1
    ring
  rw [e]
  refine ⟨integrable_exp_neg_mul_sq (by positivity), ?_⟩
  have e2 : Real.pi / (1 / (4 * lam)) = 4 * Real.pi * lam := by
    rw [div_div_eq_mul_div]
    ring
  rw [integral_gaussian, e2]
```

Substituting x = y + λ − h leaves the driving force in the occupation alone:

k(h) = ∫ G(y) n(y + λ − h) dy.

In Lean this is the translation invariance of the integral, `integral_add_right_eq_self`, followed by simplification of the arguments.

```lean
/-- Measuring energy from the centre of the Gaussian moves the overpotential into the
Fermi-Dirac occupation alone. -/
theorem mhcRate_eq_shifted (lam h : ℝ) :
    mhcRate lam h = ∫ y : ℝ, marcusGaussian lam y * fermi (y + lam - h) := by
  refine (integral_add_right_eq_self (μ := volume)
    (fun x : ℝ => marcusGaussian lam (x - lam + h) * fermi x) (lam - h)).symm.trans ?_
  refine integral_congr_ae (Eventually.of_forall fun y => ?_)
  have e1 : y + (lam - h) - lam + h = y := by ring
  have e2 : y + (lam - h) = y + lam - h := by ring
  change marcusGaussian lam (y + (lam - h) - lam + h) * fermi (y + (lam - h)) = _
  rw [e1, e2]
```

The new integrand is continuous, hence measurable, and lies between 0 and G(y). It is therefore integrable by comparison with G, which is what `mono'` does.

```lean
/-- For `lam > 0` the integrand of the rate, in shifted form, is integrable. -/
theorem integrable_shifted {lam : ℝ} (hl : 0 < lam) (h : ℝ) :
    Integrable (fun y : ℝ => marcusGaussian lam y * fermi (y + lam - h)) := by
  have hc : Continuous (fun y : ℝ => marcusGaussian lam y * fermi (y + lam - h)) := by
    unfold marcusGaussian fermi
    refine Continuous.mul (by fun_prop) ?_
    exact Continuous.div continuous_const (by fun_prop) (fun y => by positivity)
  refine (marcusGaussian_integral hl).1.mono' hc.aestronglyMeasurable
    (Eventually.of_forall fun y => ?_)
  have hg : 0 < marcusGaussian lam y := Real.exp_pos _
  have hf := fermi_mem (y + lam - h)
  rw [Real.norm_of_nonneg (mul_pos hg hf.1).le]
  exact mul_le_of_le_one_right hg.le hf.2.le
```

## From strict inequality at each energy to strict inequality of rates

Let f and g be any integrable functions with f(x) < g(x) for every x. Then g − f is positive everywhere, so

∫ g dx − ∫ f dx = ∫ (g − f) dx > 0.

The last inequality is where Mathlib does the essential work. Ordinary monotonicity of the integral yields only ≤. The lemma `integral_pos_iff_support_of_nonneg` says that a non-negative integrable function has a positive integral exactly when its support, the set where it is non-zero, has positive measure. Here the support is the whole line, `Set.univ`, so an analytic question becomes a statement about the size of a set. Integrability matters: Mathlib gives a non-integrable function the integral zero, so f = 0 and g = 1 would violate the conclusion.

```lean
/-- If one integrable function lies strictly below another at every energy, so do their
integrals. -/
theorem integral_lt_of_lt {f g : ℝ → ℝ} (hf : Integrable f) (hg : Integrable g)
    (h : ∀ x, f x < g x) : ∫ x, f x < ∫ x, g x := by
  have hp : 0 < ∫ x, (g x - f x) := by
    have hs : Function.support (fun x => g x - f x) = Set.univ := by
      ext x
      simp [sub_ne_zero, (h x).ne']
    refine (integral_pos_iff_support_of_nonneg
      (fun x => sub_nonneg.2 (h x).le) (hg.sub hf)).2 ?_
    change 0 < volume (Function.support (fun x => g x - f x))
    rw [hs]
    simp
  rw [integral_sub hg hf] at hp
  linarith
```

## Detailed balance, level by level

Reflecting the energy in the occupation gives

n(−x) = 1/(1 + exp(−x)) = exp(x) n(x).

For the Gaussian, put a = x + h. Since (a + λ)² − (a − λ)² = 4λa,

G(x − λ + h) = exp(h) exp(x) G(−x − λ − h).

Multiplying by n(x) and using the first relation,

G(x − λ + h) n(x) = exp(h) G(−x − λ − h) n(−x).

This is the balance between reduction and oxidation through a single level. Integrating over x, and replacing x by −x on the right, gives

k(h) = exp(h) k(−h).

For the bounds, G(y) > 0 and 0 < n < 1 imply

0 < G(y) n(y + λ − h) < G(y),

and integrating the strict inequalities gives

0 < k(h) < √(4πλ).

The theorem states all three facts for every λ > 0 and every real h. In its proof, `h1` and `h2` are the relations for the occupation and the Gaussian, `key` is the balance of the integrands that follows from them, and the `calc` block integrates and reflects. The two remaining parts apply `integral_lt_of_lt`, first against the zero function and then against the Gaussian.

```lean
/-- For `lam > 0` the Marcus-Hush-Chidsey rate obeys detailed balance, is positive, and stays
strictly below `√(4 π lam)` at every overpotential. -/
theorem detailed_balance_and_saturation {lam : ℝ} (hl : 0 < lam) (h : ℝ) :
    mhcRate lam h = Real.exp h * mhcRate lam (-h) ∧
      0 < mhcRate lam h ∧ mhcRate lam h < √(4 * Real.pi * lam) := by
  have hG (y : ℝ) : 0 < marcusGaussian lam y := Real.exp_pos _
  refine ⟨?_, ?_, ?_⟩
  · -- balance of the integrands at energies `x` and `-x`
    have key (x : ℝ) : marcusGaussian lam (x - lam + h) * fermi x =
        Real.exp h * (marcusGaussian lam (-x - lam + -h) * fermi (-x)) := by
      have h1 : fermi (-x) = Real.exp x * fermi x := by
        have he : Real.exp x * Real.exp (-x) = 1 := by
          rw [← Real.exp_add]
          simp
        unfold fermi
        rw [mul_one_div, div_eq_div_iff (by positivity) (by positivity)]
        linear_combination -he
      have h2 : marcusGaussian lam (x - lam + h) =
          Real.exp h * Real.exp x * marcusGaussian lam (-x - lam + -h) := by
        unfold marcusGaussian
        rw [← Real.exp_add, ← Real.exp_add]
        congr 1
        field_simp
        ring
      rw [h1, h2]
      ring
    -- integrate, then reflect the energy axis
    calc mhcRate lam h
        = ∫ x : ℝ, Real.exp h * (marcusGaussian lam (-x - lam + -h) * fermi (-x)) :=
          integral_congr_ae (Eventually.of_forall key)
      _ = Real.exp h * ∫ x : ℝ, marcusGaussian lam (-x - lam + -h) * fermi (-x) :=
          integral_const_mul _ _
      _ = Real.exp h * mhcRate lam (-h) :=
          congrArg (Real.exp h * ·) (integral_neg_eq_self
            (fun x : ℝ => marcusGaussian lam (x - lam + -h) * fermi x) volume)
  · rw [mhcRate_eq_shifted]
    have hp := integral_lt_of_lt (integrable_zero ℝ ℝ volume) (integrable_shifted hl h)
      (fun y => mul_pos (hG y) (fermi_mem _).1)
    simpa using hp
  · rw [mhcRate_eq_shifted, ← (marcusGaussian_integral hl).2]
    exact integral_lt_of_lt (integrable_shifted hl h) (marcusGaussian_integral hl).1
      (fun y => mul_lt_of_lt_one_right (hG y) (fermi_mem _).2)
```

## Approach to the ceiling

If a < b, then y + λ − b < y + λ − a. The occupation decreases with energy, so

n(y + λ − a) < n(y + λ − b).

Multiplying by G(y) > 0 and integrating gives k(a) < k(b). This is `StrictMono (mhcRate lam)`.

```lean
/-- For `lam > 0` the rate increases strictly with the overpotential. -/
theorem mhcRate_strictMono {lam : ℝ} (hl : 0 < lam) : StrictMono (mhcRate lam) := by
  intro a b hab
  rw [mhcRate_eq_shifted, mhcRate_eq_shifted]
  refine integral_lt_of_lt (integrable_shifted hl a) (integrable_shifted hl b) (fun y => ?_)
  refine mul_lt_mul_of_pos_left ?_ (Real.exp_pos _)
  have he : Real.exp (y + lam - b) < Real.exp (y + lam - a) :=
    Real.exp_lt_exp.2 (by linarith)
  exact one_div_lt_one_div_of_lt (by positivity) (by linarith)
```

At fixed y, as h → ∞, exp(y + λ − h) → 0 and n(y + λ − h) → 1. The integrand tends to G(y) and never exceeds it, so dominated convergence gives

k(h) → √(4πλ).

The bound is therefore sharp, though no finite h attains it. In Lean, `Tendsto` with `atTop` expresses the limit h → ∞ through real values, and the two bulleted goals are the domination and the pointwise limit.

```lean
/-- For `lam > 0` the rate tends to `√(4 π lam)` at large positive overpotential. -/
theorem mhcRate_tendsto {lam : ℝ} (hl : 0 < lam) :
    Tendsto (mhcRate lam) atTop (𝓝 √(4 * Real.pi * lam)) := by
  rw [← (marcusGaussian_integral hl).2, funext (mhcRate_eq_shifted lam)]
  -- the Gaussian dominates the integrand for every overpotential
  refine tendsto_integral_filter_of_dominated_convergence (marcusGaussian lam)
    (Eventually.of_forall fun h => (integrable_shifted hl h).aestronglyMeasurable)
    (Eventually.of_forall fun h => Eventually.of_forall fun y => ?_)
    (marcusGaussian_integral hl).1 (Eventually.of_forall fun y => ?_)
  · have hg : 0 < marcusGaussian lam y := Real.exp_pos _
    have hf := fermi_mem (y + lam - h)
    rw [Real.norm_of_nonneg (mul_pos hg hf.1).le]
    exact mul_le_of_le_one_right hg.le hf.2.le
  · -- at fixed shifted energy `y`, the occupation tends to one
    have h1 : Tendsto (fun h : ℝ => y + lam - h) atTop atBot := by
      simp only [sub_eq_add_neg]
      exact tendsto_atBot_add_const_left _ (y + lam) tendsto_neg_atTop_atBot
    have h2 : Tendsto (fun h : ℝ => fermi (y + lam - h)) atTop (𝓝 (1 / (1 + 0))) :=
      tendsto_const_nhds.div (tendsto_const_nhds.add (Real.tendsto_exp_atBot.comp h1))
        (by norm_num)
    simpa using h2.const_mul (marcusGaussian lam y)
```

Detailed balance carries the same limit to strong opposing drive:

exp(h) k(−h) = k(h) → √(4πλ).

Thus k(−h) behaves as √(4πλ) exp(−h) for large h. The proof replaces one function by the other, using the equality already established.

```lean
/-- For `lam > 0` the rate at overpotential `-h`, multiplied by `exp h`, tends to `√(4 π lam)`
as `h` grows. -/
theorem mhcRate_tail {lam : ℝ} (hl : 0 < lam) :
    Tendsto (fun h => Real.exp h * mhcRate lam (-h)) atTop (𝓝 √(4 * Real.pi * lam)) :=
  (mhcRate_tendsto hl).congr fun h => (detailed_balance_and_saturation hl h).1

end

end MarcusHushChidsey
```

In simulations of electrode kinetics with a single λ and a constant prefactor, the ratio exp(h), the ceiling and the tail give checks on a numerical quadrature or a fitted approximation to the rate integral.

```lean
#print axioms MarcusHushChidsey.detailed_balance_and_saturation
#print axioms MarcusHushChidsey.mhcRate_strictMono
#print axioms MarcusHushChidsey.mhcRate_tail
```

```
'MarcusHushChidsey.detailed_balance_and_saturation' depends on axioms: [propext, Classical.choice, Quot.sound]
'MarcusHushChidsey.mhcRate_strictMono' depends on axioms: [propext, Classical.choice, Quot.sound]
'MarcusHushChidsey.mhcRate_tail' depends on axioms: [propext, Classical.choice, Quot.sound]
```
